# With real poles and weights, the broadened spectral function of a finite Lehmann sum is a weighted sum of Lorentzians

The Green's function here is a finite sum of simple poles, G(z) = Σₖ aₖ/(z − eₖ), with real energies eₖ and real weights aₖ that need be neither positive nor normalised. The theorem `spectralFunction_eq_sum` says that −(1/π) Im G(x + iη) equals Σₖ aₖ L(x − eₖ), where L(x) = η/(π(x² + η²)) is the Lorentzian of half-width η. It is stated for every real η, though the physical reading as a broadening wants η > 0. The attempt takes the imaginary part inside the sum, compares the two sides pole by pole, writes out the imaginary part of each quotient, and leaves the remaining real identity to `ring`.

This version doesn't compile in Lean 4 with Mathlib:

```lean
import Mathlib

open MeasureTheory Filter
open scoped Real Topology

namespace LorentzianBroadening

noncomputable section

variable {ι : Type*} [Fintype ι]

/-- The Green's function in Lehmann form, with real poles `e k` and real weights `a k`. -/
def greensFunction (a e : ι → ℝ) (z : ℂ) : ℂ :=
  ∑ k, (a k : ℂ) / (z - (e k : ℂ))

/-- The broadened spectral function: `-1/π` times the imaginary part of the Green's function
at distance `η` from the real axis. -/
def spectralFunction (a e : ι → ℝ) (η x : ℝ) : ℝ :=
  -(1 / π) * (greensFunction a e ((x : ℂ) + (η : ℂ) * Complex.I)).im

/-- The Lorentzian line shape of half-width `η` centred at zero. -/
def lorentzian (η x : ℝ) : ℝ := η / (π * (x ^ 2 + η ^ 2))

/-- The broadened spectral function is a sum of Lorentzians centred at the poles, each
multiplied by the weight of its pole. -/
theorem spectralFunction_eq_sum (a e : ι → ℝ) (η x : ℝ) :
    spectralFunction a e η x = ∑ k, a k * lorentzian η (x - e k) := by
  unfold spectralFunction greensFunction lorentzian
  rw [Complex.im_sum, Finset.mul_sum]
  refine Finset.sum_congr rfl fun k _ => ?_
  have hre : ((x : ℂ) + (η : ℂ) * Complex.I - (e k : ℂ)).re = x - e k := by simp
  have him : ((x : ℂ) + (η : ℂ) * Complex.I - (e k : ℂ)).im = η := by simp
  rw [Complex.div_im, Complex.normSq_apply, hre, him, Complex.ofReal_re, Complex.ofReal_im]
  ring

end

end LorentzianBroadening
```

The compiler's answer:

```
Try this:
  [apply] ring_nf
  
  The `ring` tactic failed to close the goal. Use `ring_nf` to obtain a normal form.
    
  Note that `ring` works primarily in *commutative* rings. If you have a noncommutative ring, abelian group or module, consider using `noncomm_ring`, `abel` or `module` instead.
Main.lean:27:68: error: unsolved goals
ι : Type u_1
inst✝ : Fintype ι
a e : ι → ℝ
η x : ℝ
k : ι
x✝ : k ∈ Finset.univ
hre : (↑x + ↑η * Complex.I - ↑(e k)).re = x - e k
him : (↑x + ↑η * Complex.I - ↑(e k)).im = η
⊢ π⁻¹ * η * (-(x * e k * 2) + x ^ 2 + e k ^ 2 + η ^ 2)⁻¹ * a k =
    η * a k * (-(π * x * e k * 2) + π * x ^ 2 + π * e k ^ 2 + π * η ^ 2)⁻¹
```

Cause. The first message says that `ring` did not close the goal, and the error shows the equation that was left. That equation is true, but its two sides keep π in different places. On the left, π⁻¹ stands apart from the inverse of (x − eₖ)² + η², written out in powers. On the right, the Lorentzian has the product π * ((x − eₖ)² + η²) as its denominator. `ring` multiplied this product out into a sum and then treated the inverse of that sum as a single unit. It does not take the common factor π back out of the sum, so it could not match the two inverses.

The repair adds `← div_div` to the rewrite, which turns division by a product into two successive divisions. The Lorentzian becomes η / π / ((x − eₖ)² + η²), so π is no longer multiplied into the sum. Both sides now contain π⁻¹ and the inverse of the same sum, and `ring` closes the goal.

After these edits no error is left:

```diff
@@ -31,5 +31,6 @@
   have hre : ((x : ℂ) + (η : ℂ) * Complex.I - (e k : ℂ)).re = x - e k := by simp
   have him : ((x : ℂ) + (η : ℂ) * Complex.I - (e k : ℂ)).im = η := by simp
-  rw [Complex.div_im, Complex.normSq_apply, hre, him, Complex.ofReal_re, Complex.ofReal_im]
+  rw [Complex.div_im, Complex.normSq_apply, hre, him, Complex.ofReal_re, Complex.ofReal_im,
+    ← div_div]
   ring
 
```
